# Mass terms of a two-valley Dirac Hamiltonian: four without spin, sixteen with spin, and the Haldane mass as the time-reversal-odd Hermitian spinless one

Guessing which perturbations can gap the Dirac cones of a honeycomb lattice fails in several ways. Let $\tau_x,\tau_y,\tau_z$ be Pauli matrices on the two valleys and $\sigma_x,\sigma_y,\sigma_z$ on the two sublattices, write $\tau\sigma$ for $\tau\otimes\sigma$, and omit unit factors. For non-interacting spinless electrons with velocity $v$ and momentum $k$ measured from the valley centre,
$$H(k)=v(k_x\Gamma_x+k_y\Gamma_y)+M,\qquad \Gamma_x=\tau_z\sigma_x,\quad \Gamma_y=\sigma_y,$$
where $M$ is a constant $4\times4$ matrix. The choice $M=m\sigma_x$ with real $m$ merely moves the cones to $k_x=\mp m/v$. Inspecting one valley at a time misses terms that couple the valleys. Sorting complex matrices by time-reversal parity counts $i\sigma_z$ as odd.

Call $M$ a mass term if $\{M,\Gamma_x\}=\{M,\Gamma_y\}=0$, with $\{X,Y\}=XY+YX$. This condition removes the cross terms, leaving $H^2=v^2|k|^2+M^2$. The claims are these. The mass terms form the 4-dimensional complex span of $\sigma_z,\ \tau_z\sigma_z,\ \tau_x\sigma_x,\ \tau_y\sigma_x$. With spin $1/2$ and spin-independent $\Gamma_x,\Gamma_y$ the dimension is 16. A Hermitian $4\times4$ mass term is odd under $T(M)=\tau_x\overline{M}\tau_x$ exactly when it is a real multiple of $\tau_z\sigma_z$, and this matrix commutes with the other three.

## Solving the equations valley block by valley block

Write $M_{(t,s),(u,r)}$ with valley indices $t,u\in\{0,1\}$ and sublattice indices $s,r\in\{0,1\}$, and let $M^{tu}$ be the $2\times2$ block at fixed $t,u$. Since $\Gamma_y$ is the identity on valleys, each block $B$ obeys $\{B,\sigma_y\}=0$. The $(0,0)$ entry of this anticommutator is $i(B_{01}-B_{10})$ and the $(0,1)$ entry is $-i(B_{00}+B_{11})$, so $B$ is symmetric and traceless: $B=\alpha\sigma_z+\beta\sigma_x$ with complex $\alpha,\beta$.

With $\epsilon_0=1$, $\epsilon_1=-1$, the other equation reads $\epsilon_uM^{tu}\sigma_x+\epsilon_t\sigma_xM^{tu}=0$. For $t=u$ this is $\{B,\sigma_x\}=2\beta=0$. For $t\ne u$ it is $[B,\sigma_x]=2i\alpha\sigma_y=0$. Four complex numbers remain:
$$M=\begin{pmatrix}p\,\sigma_z&w\,\sigma_x\\ w'\sigma_x&q\,\sigma_z\end{pmatrix}=a\,\sigma_z+b\,\tau_z\sigma_z+c\,\tau_x\sigma_x+d\,\tau_y\sigma_x ,$$
where $p=a+b$, $q=a-b$, $w=c-id$, $w'=c+id$. These relations invert to $a=(p+q)/2$, $b=(p-q)/2$, $c=(w+w')/2$, $d=i(w-w')/2$, so the coefficients are unique and the four matrices independent. Conversely, blocks of this shape satisfy both equations.

## Spin, time reversal and commutation

Add a spin label with $N$ values and replace two matrices $A,B$ by $1\otimes A,\ 1\otimes B$. The block of $\{M,1\otimes A\}$ between spin states $\mu,\nu$ is $\{M_{\mu\nu},A\}$, where $M_{\mu\nu}$ is the corresponding block of $M$. Each of the $N^2$ blocks solves the spinless problem independently, so the dimension is multiplied by $N^2$, and $2^2\cdot4=16$.

On products, $T(\tau\sigma)=(\tau_x\overline\tau\tau_x)\,\overline\sigma$. This sends $\tau_x\to\tau_x$, $\tau_z\to-\tau_z$, and $\tau_y\to\tau_x(-\tau_y)\tau_x=\tau_y$, while $\overline{\sigma_y}=-\sigma_y$ and $\sigma_x,\sigma_z$ are real. Hence $\Gamma_x,\Gamma_y,\tau_z\sigma_z$ are odd and the other three masses even. Because $T$ is antilinear, $(a,b,c,d)\mapsto(\bar a,-\bar b,\bar c,\bar d)$; the case $a=i$ shows that $i\sigma_z$ is odd. The four masses are Hermitian, so $M^\dagger$ has coefficients $(\bar a,\bar b,\bar c,\bar d)$, and $M^\dagger=M$ makes all of them real. Oddness requires $\bar a=-a$, $\bar c=-c$, $\bar d=-d$, which forces $a=c=d=0$ and leaves $b$ real and free.

Exchanging two products gives the valley sign times the sublattice sign. For $\tau_z\sigma_z$ with $\sigma_z$ this is $(+)(+)$, and with $\tau_x\sigma_x$ or $\tau_y\sigma_x$ it is $(-)(-)$. For $\sigma_z$ with either intervalley mass it is $(+)(-)$, and for $\tau_x\sigma_x$ with $\tau_y\sigma_x$ it is $(-)(+)$.

In the non-interacting continuum model of graphene with momentum-independent perturbations, $a$ describes a staggered sublattice potential, $c$ and $d$ Kekulé bond patterns, and $b$ the Haldane term. In the decoupled limit $c=d=0$ with $a,b$ real, the valleys carry masses $a+b$ and $a-b$, so at $a=\pm b\neq0$ a nonzero mass term leaves one valley gapless. These statements about $H(k)$, its gap and the lattice origin of the terms are interpretation, since the theorems below speak of constant matrices only.

## Matrices and conventions in Lean

```lean
import Mathlib

open Matrix Complex
open scoped Kronecker ComplexConjugate

namespace DiracMasses

noncomputable section
```

The Pauli matrices are entered explicitly, with `p0` the unit matrix.

```lean
/-- Pauli matrix x. -/
def px : Matrix (Fin 2) (Fin 2) ℂ := !![0, 1; 1, 0]

/-- Pauli matrix y. -/
def py : Matrix (Fin 2) (Fin 2) ℂ := !![0, -I; I, 0]

/-- Pauli matrix z. -/
def pz : Matrix (Fin 2) (Fin 2) ℂ := !![1, 0; 0, -1]

/-- The 2×2 unit matrix. -/
def p0 : Matrix (Fin 2) (Fin 2) ℂ := !![1, 0; 0, 1]
```

An operator has row and column index `(t, s)`, valley first. The forms of $\Gamma_x$ and $\Gamma_y$ are postulated, and they presuppose a valley and sublattice basis with the same sublattice order in both valleys.

```lean
/-- Operators on valley (τ, first index) ⊗ sublattice (σ, second index). -/
abbrev Op := Matrix (Fin 2 × Fin 2) (Fin 2 × Fin 2) ℂ

/-- The kinetic matrix τz σx. -/
def gammaX : Op := pz ⊗ₖ px

/-- The kinetic matrix σy. -/
def gammaY : Op := p0 ⊗ₖ py
```

The four masses appear singly, as a family `masses` numbered 0 to 3, and in the combination `massTerm a b c d` with complex coefficients.

```lean
/-- The sublattice-staggering mass σz. -/
def staggered : Op := p0 ⊗ₖ pz

/-- The Haldane mass τz σz. -/
def haldane : Op := pz ⊗ₖ pz

/-- The intervalley mass τx σx. -/
def kekuleX : Op := px ⊗ₖ px

/-- The intervalley mass τy σx. -/
def kekuleY : Op := py ⊗ₖ px

/-- The four masses σz, τz σz, τx σx, τy σx as a family. -/
def masses : Fin 4 → Op := ![staggered, haldane, kekuleX, kekuleY]

/-- The combination a σz + b τz σz + c τx σx + d τy σx. -/
def massTerm (a b c d : ℂ) : Op := a • staggered + b • haldane + c • kekuleX + d • kekuleY
```

Time reversal is also postulated. It is $M\mapsto\Theta M\Theta^{-1}$ for $\Theta=\tau_xK$, with $K$ complex conjugation: spinless time reversal exchanges the valleys and keeps the sublattice. `M.map (starRingEnd ℂ)` conjugates entries without transposing.

```lean
/-- Time reversal M ↦ τx conj(M) τx. -/
def timeReversal (M : Op) : Op := (px ⊗ₖ p0) * M.map (starRingEnd ℂ) * (px ⊗ₖ p0)
```

The solution set of the two anticommutation equations is a complex subspace, for any finite index type `m`. Hermiticity is not imposed, and `Module.finrank ℂ` is a complex dimension.

```lean
/-- The subspace of all matrices that anticommute with both A and B. -/
def anticommutant {m : Type} [Fintype m] [DecidableEq m] (A B : Matrix m m ℂ) :
    Submodule ℂ (Matrix m m ℂ) where
  carrier := {M | M * A + A * M = 0 ∧ M * B + B * M = 0}
  zero_mem' := by simp
  add_mem' := by
    rintro M N ⟨h1, h2⟩ ⟨h3, h4⟩
    have e : ∀ C : Matrix m m ℂ,
        (M + N) * C + C * (M + N) = (M * C + C * M) + (N * C + C * N) := by
      intro C; noncomm_ring
    exact ⟨by rw [e, h1, h3, add_zero], by rw [e, h2, h4, add_zero]⟩
  smul_mem' := by
    rintro c M ⟨h1, h2⟩
    exact ⟨by rw [Matrix.smul_mul, Matrix.mul_smul, ← smul_add, h1, smul_zero],
      by rw [Matrix.smul_mul, Matrix.mul_smul, ← smul_add, h2, smul_zero]⟩
```

## The four-dimensional space

Uniqueness reads off the entries $a+b$, $a-b$, $c-id$, $c+id$ in `E` and takes half sums and half differences; $d$ requires cancelling a factor $i$.

```lean
/-- The coefficients of a combination of the four masses are unique. -/
theorem massTerm_injective {a b c d a' b' c' d' : ℂ}
    (h : massTerm a b c d = massTerm a' b' c' d') : a = a' ∧ b = b' ∧ c = c' ∧ d = d' := by
  have E : ∀ a b c d : ℂ, massTerm a b c d (0, 0) (0, 0) = a + b ∧
      massTerm a b c d (1, 0) (1, 0) = a - b ∧ massTerm a b c d (0, 0) (1, 1) = c - I * d ∧
      massTerm a b c d (1, 0) (0, 1) = c + I * d := by
    intro a b c d
    refine ⟨?_, ?_, ?_, ?_⟩ <;>
      simp [massTerm, staggered, haldane, kekuleX, kekuleY, px, py, pz, p0] <;> ring
  obtain ⟨p1, q1, r1, s1⟩ := E a b c d
  obtain ⟨p2, q2, r2, s2⟩ := E a' b' c' d'
  rw [h] at p1 q1 r1 s1
  have hd : I * (d - d') = 0 := by linear_combination (r1 - r2 - s1 + s2) / 2
  exact ⟨by linear_combination (p2 - p1 + q2 - q1) / 2,
    by linear_combination (p2 - p1 - q2 + q1) / 2,
    by linear_combination (r2 - r1 + s2 - s1) / 2,
    sub_eq_zero.mp ((mul_eq_zero.mp hd).resolve_left I_ne_zero)⟩
```

The classification follows the block argument. `Y0` and `Y1` state that every valley block is symmetric and traceless. `X` extracts one entry per block of $\{M,\Gamma_x\}$; combined with `Y0` and `Y1`, these give $\beta=0$ on the diagonal blocks (`Z0`, `Z1`) and $\alpha=0$ off the diagonal (`W0`, `W1`). `hab` and `hcd` are the inversion formulas. All sixteen entries are then compared, and the converse is a direct multiplication.

```lean
set_option maxHeartbeats 400000 in
/-- A 4×4 matrix anticommutes with τz σx and σy exactly when it is a complex combination of
σz, τz σz, τx σx and τy σx. -/
theorem mem_iff_massTerm (M : Op) :
    M ∈ anticommutant gammaX gammaY ↔ ∃ a b c d, M = massTerm a b c d := by
  change M * gammaX + gammaX * M = 0 ∧ M * gammaY + gammaY * M = 0 ↔ _
  constructor
  · rintro ⟨h1, h2⟩
    -- σy makes every valley block symmetric and traceless
    have Y0 : ∀ t u, M (t, 1) (u, 0) = M (t, 0) (u, 1) := by
      intro t u
      have e : (M * gammaY + gammaY * M) (t, 0) (u, 0)
          = I * (M (t, 0) (u, 1) - M (t, 1) (u, 0)) := by
        fin_cases t <;> fin_cases u <;>
          simp [gammaY, p0, py, mul_apply, Fintype.sum_prod_type, Fin.sum_univ_two] <;> ring
      rw [h2, Matrix.zero_apply] at e
      linear_combination (-1 : ℂ) * (mul_eq_zero.mp e.symm).resolve_left I_ne_zero
    have Y1 : ∀ t u, M (t, 1) (u, 1) = -M (t, 0) (u, 0) := by
      intro t u
      have e : (M * gammaY + gammaY * M) (t, 0) (u, 1)
          = I * (-M (t, 0) (u, 0) - M (t, 1) (u, 1)) := by
        fin_cases t <;> fin_cases u <;>
          simp [gammaY, p0, py, mul_apply, Fintype.sum_prod_type, Fin.sum_univ_two] <;> ring
      rw [h2, Matrix.zero_apply] at e
      linear_combination (-1 : ℂ) * (mul_eq_zero.mp e.symm).resolve_left I_ne_zero
    -- τz σx removes σx within a valley and σz between valleys
    have X : (M * gammaX + gammaX * M) (0, 0) (0, 0) = M (0, 0) (0, 1) + M (0, 1) (0, 0) ∧
        (M * gammaX + gammaX * M) (1, 0) (1, 0) = -(M (1, 0) (1, 1) + M (1, 1) (1, 0)) ∧
        (M * gammaX + gammaX * M) (0, 0) (1, 1) = -M (0, 0) (1, 0) + M (0, 1) (1, 1) ∧
        (M * gammaX + gammaX * M) (1, 0) (0, 1) = M (1, 0) (0, 0) - M (1, 1) (0, 1) := by
      refine ⟨?_, ?_, ?_, ?_⟩ <;>
        simp [gammaX, px, pz, mul_apply, Fintype.sum_prod_type, Fin.sum_univ_two] <;> ring
    simp only [h1, Matrix.zero_apply] at X
    obtain ⟨x1, x2, x3, x4⟩ := X
    have Z0 : M (0, 0) (0, 1) = 0 := by linear_combination (-x1 - Y0 0 0) / 2
    have Z1 : M (1, 0) (1, 1) = 0 := by linear_combination (x2 - Y0 1 1) / 2
    have W0 : M (0, 0) (1, 0) = 0 := by linear_combination (x3 + Y1 0 1) / 2
    have W1 : M (1, 0) (0, 0) = 0 := by linear_combination (Y1 1 0 - x4) / 2
    have hab : ∀ p q : ℂ, ∃ a b, p = a + b ∧ q = a - b := fun p q =>
      ⟨(p + q) / 2, (p - q) / 2, by ring, by ring⟩
    have hcd : ∀ r s : ℂ, ∃ c d, r = c - I * d ∧ s = c + I * d := fun r s =>
      ⟨(r + s) / 2, I * (r - s) / 2, by linear_combination ((r - s) / 2) * I_sq,
        by linear_combination (-(r - s) / 2) * I_sq⟩
    obtain ⟨a, b, hp, hq⟩ := hab (M (0, 0) (0, 0)) (M (1, 0) (1, 0))
    obtain ⟨c, d, hr, hs⟩ := hcd (M (0, 0) (1, 1)) (M (1, 0) (0, 1))
    refine ⟨a, b, c, d, ?_⟩
    ext ⟨t, s⟩ ⟨u, r⟩
    fin_cases t <;> fin_cases s <;> fin_cases u <;> fin_cases r <;>
      simp [massTerm, staggered, haldane, kekuleX, kekuleY, px, py, pz, p0,
        Y0, Y1, Z0, Z1, W0, W1, hp, hq, hr, hs] <;> ring
  · rintro ⟨a, b, c, d, rfl⟩
    constructor <;> ext ⟨t, s⟩ ⟨u, r⟩ <;>
      fin_cases t <;> fin_cases s <;> fin_cases u <;> fin_cases r <;>
      simp [massTerm, staggered, haldane, kekuleX, kekuleY, gammaX, gammaY, px, py, pz, p0,
        mul_apply, Fintype.sum_prod_type, Fin.sum_univ_two] <;> ring
```

`spinless_masses` states equality with the span, independence, and dimension 4. The two inclusions use the two directions of `mem_iff_massTerm`, independence is uniqueness applied to the zero matrix, and the dimension is the size of the independent family.

```lean
/-- The matrices anticommuting with τz σx and σy form the span of the linearly independent
matrices σz, τz σz, τx σx, τy σx, a space of dimension 4. -/
theorem spinless_masses :
    anticommutant gammaX gammaY = Submodule.span ℂ (Set.range masses) ∧
    LinearIndependent ℂ masses ∧ Module.finrank ℂ (anticommutant gammaX gammaY) = 4 := by
  have hspan : anticommutant gammaX gammaY = Submodule.span ℂ (Set.range masses) := by
    apply le_antisymm
    · intro M hM
      obtain ⟨a, b, c, d, rfl⟩ := (mem_iff_massTerm M).1 hM
      have g : ∀ (x : ℂ) i, x • masses i ∈ Submodule.span ℂ (Set.range masses) := fun x i =>
        Submodule.smul_mem _ _ (Submodule.subset_span ⟨i, rfl⟩)
      exact add_mem (add_mem (add_mem (g a 0) (g b 1)) (g c 2)) (g d 3)
    · rw [Submodule.span_le]
      rintro _ ⟨i, rfl⟩
      apply (mem_iff_massTerm _).2
      fin_cases i
      · exact ⟨1, 0, 0, 0, by simp [masses, massTerm]⟩
      · exact ⟨0, 1, 0, 0, by simp [masses, massTerm]⟩
      · exact ⟨0, 0, 1, 0, by simp [masses, massTerm]⟩
      · exact ⟨0, 0, 0, 1, by simp [masses, massTerm]⟩
  have hli : LinearIndependent ℂ masses := by
    rw [Fintype.linearIndependent_iff]
    intro g hg i
    rw [Fin.sum_univ_four] at hg
    have h : massTerm (g 0) (g 1) (g 2) (g 3) = 0 := hg
    have z : massTerm 0 0 0 0 = 0 := by simp [massTerm]
    obtain ⟨h0, h1, h2, h3⟩ := massTerm_injective (h.trans z.symm)
    fin_cases i
    exacts [h0, h1, h2, h3]
  refine ⟨hspan, hli, ?_⟩
  rw [hspan, finrank_span_eq_card hli, Fintype.card_fin]
```

## The factor $N^2$

`spinBlock M s t` is $M_{\mu\nu}$, with Lean's `s`, `t` here naming spin states and spin the first tensor factor.

```lean
/-- The block of M between spin states s and t. -/
def spinBlock {n m : Type} (M : Matrix (n × m) (n × m) ℂ) (s t : n) : Matrix m m ℂ :=
  Matrix.of fun i j => M (s, i) (t, j)
```

The theorem holds for arbitrary $A,B$ and $N=$ `Fintype.card n`. `key` is the block identity, `key2` says the anticommutator vanishes exactly when it does so in every block, and `e` is the linear equivalence between solutions and $N\times N$ arrays of spinless solutions. At $N=1$ the spinless dimension is returned, and at $N=0$ both sides are zero.

```lean
/-- Tensoring A and B with the identity on an N-dimensional spin space multiplies the dimension
of the space of matrices anticommuting with both by N². -/
theorem finrank_tensor_spin {n m : Type} [Fintype n] [DecidableEq n] [Fintype m] [DecidableEq m]
    (A B : Matrix m m ℂ) :
    Module.finrank ℂ (anticommutant ((1 : Matrix n n ℂ) ⊗ₖ A) ((1 : Matrix n n ℂ) ⊗ₖ B))
      = Fintype.card n ^ 2 * Module.finrank ℂ (anticommutant A B) := by
  -- the anticommutator is computed spin block by spin block
  have key : ∀ (C : Matrix m m ℂ) (M : Matrix (n × m) (n × m) ℂ) (s t : n),
      spinBlock (M * ((1 : Matrix n n ℂ) ⊗ₖ C) + ((1 : Matrix n n ℂ) ⊗ₖ C) * M) s t
        = spinBlock M s t * C + C * spinBlock M s t := by
    intro C M s t
    ext i j
    simp [spinBlock, mul_apply, Fintype.sum_prod_type, Matrix.one_apply, Finset.sum_ite_irrel]
  have key2 : ∀ (C : Matrix m m ℂ) (M : Matrix (n × m) (n × m) ℂ),
      M * ((1 : Matrix n n ℂ) ⊗ₖ C) + ((1 : Matrix n n ℂ) ⊗ₖ C) * M = 0 ↔
        ∀ s t, spinBlock M s t * C + C * spinBlock M s t = 0 := by
    intro C M
    constructor
    · intro h s t
      rw [← key, h]; rfl
    · intro h
      ext ⟨s, i⟩ ⟨t, j⟩
      exact congrFun (congrFun ((key C M s t).trans (h s t)) i) j
  let e : anticommutant ((1 : Matrix n n ℂ) ⊗ₖ A) ((1 : Matrix n n ℂ) ⊗ₖ B) ≃ₗ[ℂ]
      (n → n → anticommutant A B) :=
    { toFun := fun M s t =>
        ⟨spinBlock M.1 s t, (key2 A M.1).1 M.2.1 s t, (key2 B M.1).1 M.2.2 s t⟩
      map_add' := fun _ _ => rfl
      map_smul' := fun _ _ => rfl
      invFun := fun N => ⟨Matrix.of fun p q => (N p.1 q.1).1 p.2 q.2,
        (key2 A _).2 fun s t => (N s t).2.1, (key2 B _).2 fun s t => (N s t).2.2⟩
      left_inv := fun _ => rfl
      right_inv := fun _ => rfl }
  rw [e.finrank_eq, Module.finrank_pi_fintype, Finset.sum_const, Module.finrank_pi_fintype,
    Finset.sum_const, Finset.card_univ, smul_eq_mul, smul_eq_mul]
  ring
```

Setting $N=2$ gives 16. Only the dimension is stated for spin $1/2$: no basis is listed and no time reversal acting on spin is defined, so the spin-dependent masses are not sorted by parity.

```lean
/-- With spin 1/2, the 8×8 matrices anticommuting with τz σx and σy form a space of
dimension 16. -/
theorem spinful_masses :
    Module.finrank ℂ (anticommutant ((1 : Matrix (Fin 2) (Fin 2) ℂ) ⊗ₖ gammaX)
      ((1 : Matrix (Fin 2) (Fin 2) ℂ) ⊗ₖ gammaY)) = 16 := by
  rw [finrank_tensor_spin, spinless_masses.2.2, Fintype.card_fin]
  norm_num
```

## Parity under time reversal

The entry formula $T(M)_{(t,s),(u,r)}=\overline{M_{(1-t,s),(1-u,r)}}$ does the matrix product once; `1 - t` in `Fin 2` swaps 0 and 1.

```lean
/-- Time reversal exchanges the valley indices and conjugates the matrix elements. -/
theorem timeReversal_apply (M : Op) (t s u r : Fin 2) :
    timeReversal M (t, s) (u, r) = conj (M (1 - t, s) (1 - u, r)) := by
  fin_cases t <;> fin_cases s <;> fin_cases u <;> fin_cases r <;>
    simp [timeReversal, px, p0, mul_apply, Fintype.sum_prod_type, Fin.sum_univ_two]
```

The action on coefficients and the six parities then follow entry by entry. Oddness of $\Gamma_x,\Gamma_y$ is what lets the kinetic term at $k$ map to that at $-k$.

```lean
/-- Time reversal conjugates the four mass coefficients and flips the sign of that of τz σz. -/
theorem timeReversal_massTerm (a b c d : ℂ) :
    timeReversal (massTerm a b c d) = massTerm (conj a) (-conj b) (conj c) (conj d) := by
  ext ⟨t, s⟩ ⟨u, r⟩
  rw [timeReversal_apply]
  fin_cases t <;> fin_cases s <;> fin_cases u <;> fin_cases r <;>
    simp [massTerm, staggered, haldane, kekuleX, kekuleY, px, py, pz, p0]

set_option maxHeartbeats 400000 in
/-- Under time reversal τz σx, σy and τz σz are odd, while σz, τx σx and τy σx are even. -/
theorem timeReversal_parities :
    timeReversal gammaX = -gammaX ∧ timeReversal gammaY = -gammaY ∧
    timeReversal haldane = -haldane ∧ timeReversal staggered = staggered ∧
    timeReversal kekuleX = kekuleX ∧ timeReversal kekuleY = kekuleY := by
  refine ⟨?_, ?_, ?_, ?_, ?_, ?_⟩ <;> ext ⟨t, s⟩ ⟨u, r⟩ <;> rw [timeReversal_apply] <;>
    fin_cases t <;> fin_cases s <;> fin_cases u <;> fin_cases r <;>
    simp [gammaX, gammaY, staggered, haldane, kekuleX, kekuleY, px, py, pz, p0]
```

`odd_iff_haldane` assumes `hM`, that $M$ is a mass term, and `hH`, that it is Hermitian as a term in a Hamiltonian must be; the real multiple may be zero. `herm` computes $M^\dagger$, and `massTerm_injective` is applied twice, giving $\bar a=a$ and $\bar a=-a$, whose half difference is $a=0$, and likewise for $c$ and $d$. The name Haldane labels the matrix $\tau_z\sigma_z$; Chern numbers and Hall response do not enter.

```lean
/-- A Hermitian matrix anticommuting with τz σx and σy is odd under time reversal exactly when
it is a real multiple of the Haldane mass τz σz. -/
theorem odd_iff_haldane (M : Op) (hM : M ∈ anticommutant gammaX gammaY) (hH : M.IsHermitian) :
    timeReversal M = -M ↔ ∃ m : ℝ, M = (m : ℂ) • haldane := by
  have neg : ∀ a b c d : ℂ, -massTerm a b c d = massTerm (-a) (-b) (-c) (-d) := by
    intro a b c d
    simp only [massTerm]; module
  constructor
  · intro hT
    obtain ⟨a, b, c, d, rfl⟩ := (mem_iff_massTerm M).1 hM
    have herm : (massTerm a b c d)ᴴ = massTerm (conj a) (conj b) (conj c) (conj d) := by
      ext ⟨t, s⟩ ⟨u, r⟩
      fin_cases t <;> fin_cases s <;> fin_cases u <;> fin_cases r <;>
        simp [massTerm, staggered, haldane, kekuleX, kekuleY, px, py, pz, p0,
          conjTranspose_apply]
    -- hermiticity makes the coefficients real, oddness makes a, c, d imaginary
    obtain ⟨ha, hb, hc, hd⟩ := massTerm_injective (herm.symm.trans hH.eq)
    rw [timeReversal_massTerm, neg] at hT
    obtain ⟨oa, -, oc, od⟩ := massTerm_injective hT
    have a0 : a = 0 := by linear_combination (oa - ha) / 2
    have c0 : c = 0 := by linear_combination (oc - hc) / 2
    have d0 : d = 0 := by linear_combination (od - hd) / 2
    obtain ⟨m, hm⟩ := Complex.conj_eq_iff_real.mp hb
    exact ⟨m, by simp [massTerm, a0, c0, d0, hm]⟩
  · rintro ⟨m, hm⟩
    have e : (m : ℂ) • haldane = massTerm 0 m 0 0 := by simp [massTerm]
    rw [hm, e, timeReversal_massTerm, neg]
    simp
```

## Commutation among the masses

The six sign rules are verified by multiplying out all entries.

```lean
set_option maxHeartbeats 400000 in
/-- The Haldane mass τz σz commutes with σz, τx σx and τy σx, and these three anticommute
pairwise. -/
theorem mass_algebra :
    haldane * staggered = staggered * haldane ∧ haldane * kekuleX = kekuleX * haldane ∧
    haldane * kekuleY = kekuleY * haldane ∧ staggered * kekuleX = -(kekuleX * staggered) ∧
    staggered * kekuleY = -(kekuleY * staggered) ∧ kekuleX * kekuleY = -(kekuleY * kekuleX) := by
  refine ⟨?_, ?_, ?_, ?_, ?_, ?_⟩ <;> ext ⟨t, s⟩ ⟨u, r⟩ <;>
    fin_cases t <;> fin_cases s <;> fin_cases u <;> fin_cases r <;>
    simp [staggered, haldane, kekuleX, kekuleY, px, py, pz, p0, mul_apply,
      Fintype.sum_prod_type, Fin.sum_univ_two]

end

end DiracMasses
```

```lean
#print axioms DiracMasses.spinful_masses
#print axioms DiracMasses.timeReversal_parities
#print axioms DiracMasses.odd_iff_haldane
#print axioms DiracMasses.mass_algebra
```

```
'DiracMasses.spinful_masses' depends on axioms: [propext, Classical.choice, Quot.sound]
'DiracMasses.timeReversal_parities' depends on axioms: [propext, Classical.choice, Quot.sound]
'DiracMasses.odd_iff_haldane' depends on axioms: [propext, Classical.choice, Quot.sound]
'DiracMasses.mass_algebra' depends on axioms: [propext, Classical.choice, Quot.sound]
```
